# The sigmoid similarity tanh(a x y) with gain a > 0 is not a positive kernel on the real line

Suppose molecular energies are interpolated by a Gaussian process, with each molecule described by one real number x. The model needs a similarity k(x, y) to serve as the covariance of the energies at x and y. For points p_i and weights c_i, the sum Σ c_i c_j k(p_i, p_j) is then the variance of a weighted sum of energies, so it must not be negative. Does tanh(a x y), with gain a > 0, meet this demand?

It does on a set S of reals exactly when all nonzero points of S have the same absolute value. The real line fails, and the points 1 and 2 already show it.

## From a cosh inequality to the sign of the determinant

Let u, v, w be real with u² + v² = 2w² and u² ≠ v². In the series cosh u = Σ u²ⁿ/(2n)!, convexity of sⁿ for s ≥ 0 gives 2w²ⁿ ≤ u²ⁿ + v²ⁿ for every n. At n = 2 the inequality is strict, because

u⁴ + v⁴ − 2w⁴ = (u² − v²)²/2 > 0.

Summing the series gives 2 cosh w < cosh u + cosh v.

Now take p, q > 0 with p ≠ q, and r with r² = pq. Set u = p − q + 2r, v = p − q − 2r and w = p + q. Then

u² + v² = 2(p − q)² + 8pq = 2w²,
u² − v² = 8r(p − q) ≠ 0.

The inequality becomes cosh(p + q) < cosh(p − q) cosh 2r. Write C = cosh p cosh q and D = sinh p sinh q, and multiply the left side by cosh² r − sinh² r = 1:

(C + D)(cosh² r − sinh² r) < (C − D)(cosh² r + sinh² r).

Expanding leaves D cosh² r < C sinh² r, and division by C cosh² r gives

tanh p tanh q < tanh² r.

With p = ax², q = ay² and r = axy, this says that the two-point determinant

tanh(ax²) tanh(ay²) − tanh²(axy)

is negative whenever x and y are nonzero and x² ≠ y². If x or y is zero, or y = ±x, the determinant is zero, since tanh is odd.

For a 2 × 2 matrix M, the vector z = (M₀₁, −M₀₀) satisfies Mz = (0, −det M), so its quadratic form is M₀₀ det M. Here M₀₀ = tanh(ax²) > 0, and a negative determinant therefore makes the form negative.

Conversely, if every nonzero point of S has absolute value ρ > 0, then tanh(axy) = t x y on S, with t = tanh(aρ²)/ρ². The quadratic form is t(Σ c_i p_i)² ≥ 0. If S has no nonzero point, t = 0 serves.

## Kernel matrices and positivity in Lean

```lean
import Mathlib

open Matrix

namespace SigmoidKernelCounterexample

noncomputable section
```

The gain and both descriptors are real numbers. There is no additive offset inside the tanh, and descriptors with several components are not treated.

```lean
/-- The sigmoid similarity `tanh (a x y)` of two real descriptors, with gain `a`. -/
def sigmoidKernel (a x y : ℝ) : ℝ := Real.tanh (a * (x * y))
```

A list of n points is a function on `Fin n`, so indices start at 0.

```lean
/-- The matrix of all pairwise similarities of the points `p 0, ..., p (n - 1)`. -/
def kernelMatrix {n : ℕ} (k : ℝ → ℝ → ℝ) (p : Fin n → ℝ) : Matrix (Fin n) (Fin n) ℝ :=
  Matrix.of fun i j => k (p i) (p j)
```

`IsPositiveOn k S` ranges over all finite lists from S, repetitions allowed, and all real weights. It requires a nonnegative form, not a strictly positive one.

```lean
/-- A similarity is positive on `S` if the quadratic form of its kernel matrix is nonnegative
for every finite list of points of `S`. -/
def IsPositiveOn (k : ℝ → ℝ → ℝ) (S : Set ℝ) : Prop :=
  ∀ (n : ℕ) (p : Fin n → ℝ), (∀ i, p i ∈ S) →
    ∀ c : Fin n → ℝ, 0 ≤ c ⬝ᵥ (kernelMatrix k p *ᵥ c)
```

## The two hyperbolic inequalities

In the next theorem `a`, `b`, `c` are the u, v, w above; `a` is not the gain. `hle` is the termwise inequality, `hlt` the strict one at n = 2, and `hasSum_lt` sums them.

```lean
/-- The hyperbolic cosine is strictly midpoint convex as a function of the squared argument. -/
theorem two_cosh_lt {a b c : ℝ} (h : a ^ 2 + b ^ 2 = 2 * c ^ 2) (hab : a ^ 2 ≠ b ^ 2) :
    2 * Real.cosh c < Real.cosh a + Real.cosh b := by
  -- every term of the power series obeys the weak inequality
  have hle : (fun n : ℕ => 2 * (c ^ (2 * n) / ((2 * n).factorial : ℝ))) ≤
      (fun n : ℕ => a ^ (2 * n) / ((2 * n).factorial : ℝ)
        + b ^ (2 * n) / ((2 * n).factorial : ℝ)) := by
    intro n
    have h1 := (convexOn_pow (𝕜 := ℝ) n).2 (Set.mem_Ici.2 (sq_nonneg a))
      (Set.mem_Ici.2 (sq_nonneg b)) (by norm_num : (0 : ℝ) ≤ 1 / 2)
      (by norm_num : (0 : ℝ) ≤ 1 / 2) (by norm_num)
    simp only [smul_eq_mul] at h1
    rw [show 1 / 2 * a ^ 2 + 1 / 2 * b ^ 2 = c ^ 2 by linarith] at h1
    have h2 : 2 * c ^ (2 * n) ≤ a ^ (2 * n) + b ^ (2 * n) := by
      rw [pow_mul c 2 n, pow_mul a 2 n, pow_mul b 2 n]
      linarith
    calc 2 * (c ^ (2 * n) / ((2 * n).factorial : ℝ))
        = (2 * c ^ (2 * n)) / ((2 * n).factorial : ℝ) := by ring
      _ ≤ (a ^ (2 * n) + b ^ (2 * n)) / ((2 * n).factorial : ℝ) := by gcongr
      _ = _ := by ring
  -- the fourth-order term is strict
  have hlt : 2 * (c ^ (2 * 2) / ((2 * 2).factorial : ℝ)) <
      a ^ (2 * 2) / ((2 * 2).factorial : ℝ) + b ^ (2 * 2) / ((2 * 2).factorial : ℝ) := by
    have hp : 0 < (a ^ 2 - b ^ 2) ^ 2 :=
      lt_of_le_of_ne (sq_nonneg _) (Ne.symm (pow_ne_zero 2 (sub_ne_zero.2 hab)))
    have e : a ^ (2 * 2) + b ^ (2 * 2) - 2 * c ^ (2 * 2) = (a ^ 2 - b ^ 2) ^ 2 / 2 := by
      linear_combination ((a ^ 2 + b ^ 2 + 2 * c ^ 2) / 2) * h
    have h2 : 2 * c ^ (2 * 2) < a ^ (2 * 2) + b ^ (2 * 2) := by
      apply sub_pos.1
      rw [e]
      exact half_pos hp
    calc 2 * (c ^ (2 * 2) / ((2 * 2).factorial : ℝ))
        = (2 * c ^ (2 * 2)) / ((2 * 2).factorial : ℝ) := by ring
      _ < (a ^ (2 * 2) + b ^ (2 * 2)) / ((2 * 2).factorial : ℝ) := by gcongr
      _ = _ := by ring
  exact hasSum_lt (i := 2) hle hlt ((Real.hasSum_cosh c).mul_left 2)
    ((Real.hasSum_cosh a).add (Real.hasSum_cosh b))
```

The second inequality applies the first to the chosen arguments. The addition theorems rewrite it, `e` inserts the factor cosh² r − sinh² r, and `nlinarith` completes the comparison after the denominators are cleared.

```lean
/-- For distinct positive `p` and `q`, the product of their hyperbolic tangents is smaller than
the squared hyperbolic tangent of a geometric mean `r`. -/
theorem tanh_mul_tanh_lt {p q r : ℝ} (hp : 0 < p) (hq : 0 < q) (hr : r ^ 2 = p * q)
    (hpq : p ≠ q) : Real.tanh p * Real.tanh q < Real.tanh r ^ 2 := by
  have hr0 : r ≠ 0 := by
    rintro rfl
    have := mul_pos hp hq
    linarith
  have hc := two_cosh_lt (a := p - q + 2 * r) (b := p - q - 2 * r) (c := p + q)
    (by linear_combination 8 * hr)
    (fun e => mul_ne_zero hr0 (sub_ne_zero.2 hpq) (by linear_combination e / 8))
  -- addition theorems turn this into an inequality between products
  rw [Real.cosh_add (p - q) (2 * r), Real.cosh_sub (p - q) (2 * r), Real.cosh_add p q,
    Real.cosh_sub p q, Real.cosh_two_mul] at hc
  have e : (Real.cosh p * Real.cosh q + Real.sinh p * Real.sinh q)
      * (Real.cosh r ^ 2 - Real.sinh r ^ 2)
      = Real.cosh p * Real.cosh q + Real.sinh p * Real.sinh q := by
    rw [Real.cosh_sq r]
    ring
  have h1 := Real.cosh_pos p
  have h2 := Real.cosh_pos q
  have h3 := Real.cosh_pos r
  rw [Real.tanh_eq_sinh_div_cosh p, Real.tanh_eq_sinh_div_cosh q,
    Real.tanh_eq_sinh_div_cosh r, div_mul_div_comm, div_pow,
    div_lt_div_iff₀ (mul_pos h1 h2) (pow_pos h3 2)]
  nlinarith [hc, e]
```

## The determinant criterion

Positive self-similarity supplies the sign of M₀₀.

```lean
/-- For positive gain, the sigmoid similarity of a nonzero point with itself is positive. -/
theorem sigmoidKernel_self_pos {a x : ℝ} (ha : 0 < a) (hx : x ≠ 0) :
    0 < sigmoidKernel a x x := by
  unfold sigmoidKernel
  rw [Real.tanh_eq_sinh_div_cosh]
  exact div_pos (Real.sinh_pos_iff.2 (mul_pos ha (mul_self_pos.2 hx))) (Real.cosh_pos _)
```

The criterion is an equivalence. Its forward direction checks the excluded cases, and its reverse direction uses the tanh inequality.

```lean
/-- For positive gain, the two-point kernel matrix of the sigmoid similarity has negative
determinant exactly when both points are nonzero and differ in absolute value. -/
theorem det_neg_iff {a : ℝ} (ha : 0 < a) (x y : ℝ) :
    (kernelMatrix (sigmoidKernel a) ![x, y]).det < 0 ↔ x ≠ 0 ∧ y ≠ 0 ∧ x ^ 2 ≠ y ^ 2 := by
  have hdet : (kernelMatrix (sigmoidKernel a) ![x, y]).det =
      Real.tanh (a * (x * x)) * Real.tanh (a * (y * y)) - Real.tanh (a * (x * y)) ^ 2 := by
    rw [Matrix.det_fin_two]
    change Real.tanh (a * (x * x)) * Real.tanh (a * (y * y))
      - Real.tanh (a * (x * y)) * Real.tanh (a * (y * x)) = _
    rw [mul_comm y x]
    ring
  rw [hdet]
  constructor
  · intro h
    refine ⟨fun e => ?_, fun e => ?_, fun e => ?_⟩
    · simp [e] at h
    · simp [e] at h
    · rcases sq_eq_sq_iff_eq_or_eq_neg.1 e with e | e
      · rw [e] at h
        nlinarith
      · rw [e, show a * (-y * -y) = a * (y * y) by ring,
          show a * (-y * y) = -(a * (y * y)) by ring, Real.tanh_neg] at h
        nlinarith
  · rintro ⟨hx, hy, hxy⟩
    have := tanh_mul_tanh_lt (r := a * (x * y)) (mul_pos ha (mul_self_pos.2 hx))
      (mul_pos ha (mul_self_pos.2 hy)) (by ring)
      (fun e => hxy (by linear_combination mul_left_cancel₀ ha.ne' e))
    linarith
```

## Sets on which the similarity is positive

The identity for the explicit vector holds for any real 2 × 2 matrix, symmetric or not.

```lean
/-- For a two by two matrix, an explicit vector has quadratic form equal to the first diagonal
entry times the determinant. -/
theorem quadratic_form_eq_det (M : Matrix (Fin 2) (Fin 2) ℝ) :
    ![M 0 1, -M 0 0] ⬝ᵥ (M *ᵥ ![M 0 1, -M 0 0]) = M 0 0 * M.det := by
  simp only [Matrix.det_fin_two, dotProduct, Matrix.mulVec, Fin.sum_univ_two,
    Matrix.cons_val_zero, Matrix.cons_val_one, Matrix.cons_val_fin_one]
  ring
```

In the characterisation, the forward direction feeds two offending points and this vector into the definition. The reverse direction finds the factor t in `key`, then writes the form as t times a square.

```lean
/-- For positive gain, the sigmoid similarity is positive on a set of real descriptors if and only
if all nonzero points of the set have the same absolute value. -/
theorem isPositiveOn_iff {a : ℝ} (ha : 0 < a) (S : Set ℝ) :
    IsPositiveOn (sigmoidKernel a) S ↔
      ∀ x ∈ S, ∀ y ∈ S, x ≠ 0 → y ≠ 0 → x ^ 2 = y ^ 2 := by
  constructor
  · intro h x hx y hy hx0 hy0
    by_contra hne
    have hd := (det_neg_iff ha x y).2 ⟨hx0, hy0, hne⟩
    have hq := h 2 ![x, y] (by
      intro i
      fin_cases i
      · exact hx
      · exact hy) ![kernelMatrix (sigmoidKernel a) ![x, y] 0 1,
        -kernelMatrix (sigmoidKernel a) ![x, y] 0 0]
    rw [quadratic_form_eq_det] at hq
    have h0 : 0 < kernelMatrix (sigmoidKernel a) ![x, y] 0 0 := sigmoidKernel_self_pos ha hx0
    exact absurd hq (not_le_of_gt (mul_neg_of_pos_of_neg h0 hd))
  · intro h n p hp c
    -- on such a set the similarity is a nonnegative multiple of the product `x y`
    have key : ∃ t : ℝ, 0 ≤ t ∧ ∀ x ∈ S, ∀ y ∈ S, sigmoidKernel a x y = t * (x * y) := by
      by_cases hs : ∃ r ∈ S, r ≠ 0
      · obtain ⟨r, hr, hr0⟩ := hs
        refine ⟨sigmoidKernel a r r / r ^ 2,
          div_nonneg (sigmoidKernel_self_pos ha hr0).le (sq_nonneg r), ?_⟩
        intro x hx y hy
        by_cases hx0 : x = 0
        · simp [sigmoidKernel, hx0]
        by_cases hy0 : y = 0
        · simp [sigmoidKernel, hy0]
        have hyy : y * y = r ^ 2 := by linear_combination h y hy r hr hy0 hr0
        unfold sigmoidKernel
        rw [← sq r]
        rcases sq_eq_sq_iff_eq_or_eq_neg.1 (h x hx y hy hx0 hy0) with e | e
        · rw [e, hyy, div_mul_cancel₀ _ (pow_ne_zero 2 hr0)]
        · rw [e, neg_mul, hyy, mul_neg, mul_neg, Real.tanh_neg,
            div_mul_cancel₀ _ (pow_ne_zero 2 hr0)]
      · refine ⟨0, le_refl 0, fun x hx y _ => ?_⟩
        have hx0 : x = 0 := by
          by_contra hx0
          exact hs ⟨x, hx, hx0⟩
        simp [sigmoidKernel, hx0]
    obtain ⟨t, ht, hk⟩ := key
    have e : c ⬝ᵥ (kernelMatrix (sigmoidKernel a) p *ᵥ c) = t * (∑ i, c i * p i) ^ 2 := by
      rw [sq, Finset.sum_mul_sum, Finset.mul_sum]
      simp only [dotProduct, Matrix.mulVec, kernelMatrix, Matrix.of_apply]
      refine Finset.sum_congr rfl fun i _ => ?_
      rw [Finset.mul_sum, Finset.mul_sum]
      refine Finset.sum_congr rfl fun j _ => ?_
      rw [hk _ (hp i) _ (hp j)]
      ring
    rw [e]
    exact mul_nonneg ht (sq_nonneg _)
```

## The points 1 and 2

At gain 1 the determinant is tanh 1 tanh 4 − tanh² 2 ≈ −0.17. Both diagonal entries are positive, so inspecting self-similarities alone would not reveal the failure.

```lean
/-- At the points 1 and 2 the kernel matrix of `tanh (x y)` has positive diagonal entries and a
negative determinant. -/
theorem one_two_counterexample :
    0 < kernelMatrix (sigmoidKernel 1) ![1, 2] 0 0 ∧
    0 < kernelMatrix (sigmoidKernel 1) ![1, 2] 1 1 ∧
    (kernelMatrix (sigmoidKernel 1) ![1, 2]).det < 0 :=
  ⟨sigmoidKernel_self_pos (x := 1) one_pos one_ne_zero,
    sigmoidKernel_self_pos (x := 2) one_pos two_ne_zero,
    (det_neg_iff one_pos 1 2).2 ⟨one_ne_zero, two_ne_zero, by norm_num⟩⟩
```

The last theorem covers every positive gain: for a single real descriptor, no rescaling of the gain makes this similarity a valid covariance on the whole line.

```lean
/-- For every positive gain, the sigmoid similarity is not positive on the real line. -/
theorem not_isPositiveOn_real {a : ℝ} (ha : 0 < a) :
    ¬ IsPositiveOn (sigmoidKernel a) Set.univ := by
  intro h
  have := (isPositiveOn_iff ha Set.univ).1 h 1 (Set.mem_univ _) 2 (Set.mem_univ _)
    one_ne_zero two_ne_zero
  norm_num at this

end

end SigmoidKernelCounterexample
```

```lean
#print axioms SigmoidKernelCounterexample.one_two_counterexample
#print axioms SigmoidKernelCounterexample.not_isPositiveOn_real
```

```
'SigmoidKernelCounterexample.one_two_counterexample' depends on axioms: [propext, Classical.choice, Quot.sound]
'SigmoidKernelCounterexample.not_isPositiveOn_real' depends on axioms: [propext, Classical.choice, Quot.sound]
```
